# A complex square matrix is normal exactly when all its right eigenvectors are left eigenvectors

Take two levels, 0 and 1, with transfer from 1 to 0 and none back:

$$A=\begin{pmatrix}0&1\\0&0\end{pmatrix},\qquad Ae_1=e_0,\quad Ae_0=0.$$

The only eigenvectors are the nonzero multiples of $e_0$. The adjoint sends $e_0$ to $e_1$, so $e_0$ is not an eigenvector of $A^\dagger$. The states orthogonal to $e_0$ are the multiples of $e_1$, and $A$ carries the nonzero ones out of that set. Had $A^\dagger$ only rescaled $e_0$, this orthogonal set would have been mapped into itself, and $A$ would have had a further eigenvector there.

For any finite non-Hermitian Hamiltonian $H$, for instance an effective one for decaying states, this raises a question: when is every right eigenvector $v$ also a left eigenvector, in the sense that the row $v^\dagger H$ is a multiple of $v^\dagger$?

## States, bras and the two kinds of eigenvector

The finite set `n` labels an orthonormal basis, and a state is a function `n → ℂ`. In Lean, `A *ᵥ v` is $Av$, `Aᴴ` is $A^\dagger$, `star v ⬝ᵥ x` is $v^\dagger x$, and `star v ᵥ* A` is the row vector $v^\dagger A$. Normality means $A^\dagger A=AA^\dagger$.

A left eigenvector is recorded here as the ket $v$ whose bra is the eigen-row; many texts give that name to the row itself. The complex conjugation in the bra matters: for a complex symmetric $A$, $Av=\mu v$ always gives $v^{T}A=\mu v^{T}$, whether or not $A$ is normal. Each definition has its own eigenvalue, and no relation between the two is assumed.

```lean
import Mathlib

open Matrix
open scoped ComplexOrder

namespace EigenvectorNormality

variable {n : Type*} [Fintype n]

/-- A right eigenvector of `A`: a nonzero state `v` with `A v = μ v` for some complex `μ`. -/
def IsRightEigenvector (A : Matrix n n ℂ) (v : n → ℂ) : Prop :=
  v ≠ 0 ∧ ∃ μ : ℂ, A *ᵥ v = μ • v

/-- A left eigenvector of `A`: a nonzero state `v` whose bra satisfies `v† A = μ v†` for some
complex `μ`. -/
def IsLeftEigenvector (A : Matrix n n ℂ) (v : n → ℂ) : Prop :=
  v ≠ 0 ∧ ∃ μ : ℂ, star v ᵥ* A = μ • star v
```

## (a) Left eigenvectors and the adjoint

Show that the left eigenvectors of $A$ are the right eigenvectors of $A^\dagger$, by proving for every complex $\mu$

$$v^\dagger A=\mu v^\dagger\iff A^\dagger v=\mu^* v .$$

**Solution.** Since $(A^\dagger v)^\dagger=v^\dagger A$, taking the adjoint of either equation gives the other. The condition $v\neq0$ is common to both sides. In Lean the identity is `key`, and `star_injective` removes the conjugation in the forward direction.

```lean
/-- The left eigenvectors of `A` are the right eigenvectors of its adjoint. -/
theorem isLeftEigenvector_iff (A : Matrix n n ℂ) (v : n → ℂ) :
    IsLeftEigenvector A v ↔ IsRightEigenvector Aᴴ v := by
  have key : star (Aᴴ *ᵥ v) = star v ᵥ* A := by
    rw [Matrix.star_mulVec, Matrix.conjTranspose_conjTranspose]
  constructor
  · rintro ⟨h0, μ, h⟩
    refine ⟨h0, star μ, ?_⟩
    apply star_injective
    rw [key, h, star_smul, star_star]
  · rintro ⟨h0, μ, h⟩
    refine ⟨h0, star μ, ?_⟩
    rw [← key, h, star_smul]
```

## (b) Moving an operator to the bra

Show for any matrix $B$ and states $v,x$ that

$$v^\dagger(Bx)=(B^\dagger v)^\dagger x .$$

**Solution.** Because $(B^\dagger)_{ji}=B_{ij}^*$,

$$\sum_i v_i^*\sum_j B_{ij}x_j=\sum_j\Big(\sum_i (B^\dagger)_{ji}v_i\Big)^{*}x_j .$$

```lean
/-- An operator moves from the ket to the bra as its adjoint: `⟨v, B x⟩ = ⟨B† v, x⟩`. -/
theorem braket_adjoint (B : Matrix n n ℂ) (v x : n → ℂ) :
    star v ⬝ᵥ (B *ᵥ x) = star (Bᴴ *ᵥ v) ⬝ᵥ x := by
  rw [Matrix.star_mulVec, Matrix.conjTranspose_conjTranspose, Matrix.dotProduct_mulVec]
```

## (c) An eigenvector inside an invariant subspace

Let $U\neq\{0\}$ be a subspace with $Ax\in U$ for all $x\in U$. Find

$$v\in U,\quad v\neq0,\quad Av=\mu v .$$

**Solution.** In a basis of $U$, of dimension $d\ge1$, the restriction of $A$ is a $d\times d$ matrix $M$. The polynomial $\det(M-\lambda 1)$ has degree $d$, hence a complex root $\mu$. Then $M-\mu1$ is singular and annihilates some nonzero coefficient vector, which gives $v$.

In Lean, `f` is the restriction and `Module.End.exists_eigenvalue` supplies $\mu$. The remaining lines read the eigenvector of `f` as a vector of the full space.

```lean
/-- Every nonzero subspace that `A` maps into itself contains an eigenvector of `A`. -/
theorem exists_eigenvector_mem (A : Matrix n n ℂ) (U : Submodule ℂ (n → ℂ)) (hU : U ≠ ⊥)
    (hA : ∀ x ∈ U, A *ᵥ x ∈ U) : ∃ v ∈ U, IsRightEigenvector A v := by
  have : Nontrivial U := Submodule.nontrivial_iff_ne_bot.mpr hU
  -- restrict `A` to the subspace and use that `ℂ` is algebraically closed
  let f : Module.End ℂ U := (Matrix.mulVecLin A).restrict (fun x hx => hA x hx)
  obtain ⟨μ, hμ⟩ := Module.End.exists_eigenvalue f
  obtain ⟨v, hv⟩ := hμ.exists_hasEigenvector
  refine ⟨v, v.2, fun h => hv.2 (Subtype.ext h), μ, ?_⟩
  have h := congrArg Subtype.val hv.apply_eq_smul
  exact h
```

## (d) States orthogonal to every eigenvector

Assume that every eigenvector of $A$ is an eigenvector of $A^\dagger$. Show that

$$v^\dagger x=0\ \text{ for all eigenvectors } v \text{ of } A\ \Longrightarrow\ x=0 .$$

**Solution.** Let $U$ be the set of all $y$ orthogonal to every eigenvector of $A$; it is a subspace. For $y\in U$ and an eigenvector $v$ of $A$, the assumption gives $A^\dagger v=\mu v$ for some $\mu$, so by (b)

$$v^\dagger Ay=(A^\dagger v)^\dagger y=\mu^* v^\dagger y=0 .$$

Thus $A$ maps $U$ into itself. If $x\neq0$, then $U\neq\{0\}$, and (c) yields an eigenvector $v\in U$. It is orthogonal to all eigenvectors, itself included, so $\sum_i|v_i|^2=v^\dagger v=0$, which contradicts $v\ne0$.

The invariance is `hinv`, and the self-orthogonality is `hvv`.

```lean
/-- If every eigenvector of `A` is an eigenvector of `A†`, then only the zero vector is
orthogonal to all eigenvectors of `A`. -/
theorem eq_zero_of_orthogonal {A : Matrix n n ℂ}
    (hA : ∀ v, IsRightEigenvector A v → IsRightEigenvector Aᴴ v) (x : n → ℂ)
    (hx : ∀ v, IsRightEigenvector A v → star v ⬝ᵥ x = 0) : x = 0 := by
  -- the subspace orthogonal to all eigenvectors
  let U : Submodule ℂ (n → ℂ) :=
    { carrier := {y | ∀ v, IsRightEigenvector A v → star v ⬝ᵥ y = 0}
      add_mem' := fun {y z} hy hz v hv => by
        rw [dotProduct_add, hy v hv, hz v hv, add_zero]
      zero_mem' := fun v _ => dotProduct_zero _
      smul_mem' := fun c y hy v hv => by
        rw [dotProduct_smul, hy v hv, smul_zero] }
  by_contra hne
  have hU : U ≠ ⊥ := by
    intro h
    have hxU : x ∈ U := hx
    rw [h] at hxU
    exact hne ((Submodule.mem_bot ℂ).mp hxU)
  -- it is invariant under `A`, because `A†` only rescales the eigenvectors
  have hinv : ∀ y ∈ U, A *ᵥ y ∈ U := by
    intro y hy
    have hy' : ∀ v, IsRightEigenvector A v → star v ⬝ᵥ y = 0 := hy
    show ∀ v, IsRightEigenvector A v → star v ⬝ᵥ (A *ᵥ y) = 0
    intro v hv
    obtain ⟨_, μ, hμ⟩ := hA v hv
    rw [braket_adjoint, hμ, star_smul, smul_dotProduct, hy' v hv, smul_zero]
  -- so it would contain an eigenvector orthogonal to itself
  obtain ⟨v, hvU, hv⟩ := exists_eigenvector_mem A U hU hinv
  have hvv : star v ⬝ᵥ v = 0 := hvU v hv
  exact hv.1 (dotProduct_star_self_eq_zero.mp hvv)
```

## (e) From common eigenvectors to a vanishing commutator

Under the assumption of (d), show that

$$C:=A^\dagger A-AA^\dagger=0 .$$

**Solution.** The matrix $C$ is Hermitian. Let $v\neq0$ with $Av=\mu v$ and $A^\dagger v=\nu v$. In fact $\nu=\mu^*$, but the computation does not use this. Then

$$Cv=\mu A^\dagger v-\nu Av=\mu\nu v-\nu\mu v=0 .$$

For any $x$, (b) gives $v^\dagger Cx=(C^\dagger v)^\dagger x=(Cv)^\dagger x=0$. Hence $Cx$ is orthogonal to all eigenvectors of $A$, and (d) gives $Cx=0$. As $x$ was arbitrary, $C=0$.

Lean computes $C^\dagger v=0$ directly in `h0`. The closing lines pass from `hC`, the action on every state, to equality of matrices.

```lean
/-- Eigenvector test: if every eigenvector of `A` is also an eigenvector of `A†`, with whatever
eigenvalue, then `A` is normal. -/
theorem normal_of_common_eigenvectors {A : Matrix n n ℂ}
    (hA : ∀ v, IsRightEigenvector A v → IsRightEigenvector Aᴴ v) :
    Aᴴ * A = A * Aᴴ := by
  classical
  have hC : ∀ x, (Aᴴ * A - A * Aᴴ) *ᵥ x = 0 := by
    intro x
    apply eq_zero_of_orthogonal hA
    intro v hv
    obtain ⟨_, ν, hν⟩ := hA v hv
    obtain ⟨_, μ, hμ⟩ := hv
    -- the commutator is Hermitian and annihilates each common eigenvector
    have h0 : (Aᴴ * A - A * Aᴴ)ᴴ *ᵥ v = 0 := by
      rw [Matrix.conjTranspose_sub, Matrix.conjTranspose_mul, Matrix.conjTranspose_mul,
        Matrix.conjTranspose_conjTranspose, Matrix.sub_mulVec, ← Matrix.mulVec_mulVec,
        ← Matrix.mulVec_mulVec, hμ, hν, Matrix.mulVec_smul, Matrix.mulVec_smul, hμ, hν,
        smul_comm μ ν v, sub_self]
    rw [braket_adjoint, h0, star_zero, zero_dotProduct]
  apply sub_eq_zero.mp
  apply Matrix.toLin'.injective
  refine LinearMap.ext fun x => ?_
  rw [Matrix.toLin'_apply, hC x, map_zero, LinearMap.zero_apply]
```

## (f) The adjoint eigenvalue of a normal matrix

Let $A$ be normal and $Av=\mu v$. Show that

$$A^\dagger v=\mu^* v .$$

**Solution.** Put $w=A^\dagger v-\mu^* v$. Normality gives

$$Aw=A^\dagger Av-\mu^*Av=\mu A^\dagger v-\mu^*\mu v=\mu w .$$

Therefore

$$w^\dagger w=w^\dagger A^\dagger v-\mu^*w^\dagger v=(Aw)^\dagger v-\mu^*w^\dagger v=0,$$

and $w=0$. The two displayed steps are `hw` and `key`; the latter is stated for every vector satisfying $Aw=\mu w$ and then applied to the deviation.

```lean
/-- For a normal matrix, `A v = μ v` implies `A† v = μ* v`. -/
theorem adjoint_eigenvector_of_normal {A : Matrix n n ℂ} (hN : Aᴴ * A = A * Aᴴ)
    {v : n → ℂ} {μ : ℂ} (h : A *ᵥ v = μ • v) : Aᴴ *ᵥ v = star μ • v := by
  -- the deviation `w = A† v - μ* v` again satisfies `A w = μ w`
  have hw : A *ᵥ (Aᴴ *ᵥ v - star μ • v) = μ • (Aᴴ *ᵥ v - star μ • v) := by
    rw [Matrix.mulVec_sub, Matrix.mulVec_smul, h, Matrix.mulVec_mulVec, ← hN,
      ← Matrix.mulVec_mulVec, h, Matrix.mulVec_smul, smul_sub, smul_comm (star μ) μ v]
  -- and every such vector is orthogonal to the deviation
  have key : ∀ w, A *ᵥ w = μ • w → star w ⬝ᵥ (Aᴴ *ᵥ v - star μ • v) = 0 := by
    intro w hw
    rw [dotProduct_sub, braket_adjoint, Matrix.conjTranspose_conjTranspose, hw, star_smul,
      smul_dotProduct, dotProduct_smul, sub_self]
  exact sub_eq_zero.mp (dotProduct_star_self_eq_zero.mp (key _ hw))
```

## (g) The criterion in both directions

Show that

$$A^\dagger A=AA^\dagger\iff\text{every right eigenvector of }A\text{ is a left eigenvector of }A .$$

**Solution.** If $A$ is normal and $Av=\mu v$ with $v\neq0$, then (f) makes $v$ an eigenvector of $A^\dagger$, and (a) makes it a left eigenvector of $A$. Conversely, (a) turns the right-hand condition into the assumption of (e), which gives normality.

```lean
/-- A complex square matrix is normal if and only if each of its right eigenvectors is also a
left eigenvector. -/
theorem normal_iff_right_eigenvectors_left (A : Matrix n n ℂ) :
    Aᴴ * A = A * Aᴴ ↔ ∀ v, IsRightEigenvector A v → IsLeftEigenvector A v := by
  constructor
  · rintro hN v ⟨h0, μ, h⟩
    exact (isLeftEigenvector_iff A v).mpr ⟨h0, star μ, adjoint_eigenvector_of_normal hN h⟩
  · intro h
    exact normal_of_common_eigenvectors fun v hv => (isLeftEigenvector_iff A v).mp (h v hv)
```

## (h) Non-normal Hamiltonians

Let $H^\dagger H\neq HH^\dagger$. Show that there are $v\neq0$ and $\mu$ with

$$Hv=\mu v,\qquad v^\dagger H\neq\lambda v^\dagger\ \text{ for every }\lambda\in\mathbb C .$$

**Solution.** If there were no such $v$, every right eigenvector would be a left eigenvector, and (g) would make $H$ normal. Lean argues by the same contradiction.

The theorem guarantees at least one such vector without identifying it.

```lean
/-- A non-normal Hamiltonian has a right eigenvector that is not a left eigenvector. -/
theorem exists_right_not_left {H : Matrix n n ℂ} (hH : Hᴴ * H ≠ H * Hᴴ) :
    ∃ v, IsRightEigenvector H v ∧ ¬ IsLeftEigenvector H v := by
  by_contra hcon
  apply hH
  rw [normal_iff_right_eigenvectors_left]
  intro v hv
  by_contra hl
  exact hcon ⟨v, hv, hl⟩
```

## (i) Two sites with unequal hopping

Let the amplitude be $a^2$ from site 1 to site 0 and $b^2$ from site 0 to site 1, with $a,b>0$ and $a\neq b$. For $v=(a,b)$, show that

$$Av=ab\,v,\qquad v^\dagger A\neq\mu v^\dagger\ \text{ for every }\mu .$$

**Solution.** First, $Av=(a^2b,\,b^2a)=ab\,(a,b)$. Next, $v^\dagger A=(b^3,a^3)$. If this equalled $\mu(a,b)$, then $b^4=\mu ab=a^4$, so

$$(b-a)(b+a)(b^2+a^2)=0 .$$

The last two factors are positive, which forces $a=b$, a contradiction. The normalised state is $(a,b)/\sqrt{a^2+b^2}$.

```lean
/-- Two sites with hopping amplitude `a²` in one direction and `b²` in the other. -/
def asymmetricDimer (a b : ℝ) : Matrix (Fin 2) (Fin 2) ℂ :=
  !![0, (a : ℂ) ^ 2; (b : ℂ) ^ 2, 0]
```

In the proof, `h0` and `h1` are the two components of the left eigenvalue equation, and `h4` eliminates $\mu$.

```lean
/-- For positive `a ≠ b` the state `(a, b)` is a right eigenvector of the dimer with hoppings
`a²` and `b²`, but not a left eigenvector. -/
theorem asymmetricDimer_right_not_left {a b : ℝ} (ha : 0 < a) (hb : 0 < b) (hab : a ≠ b) :
    IsRightEigenvector (asymmetricDimer a b) ![(a : ℂ), (b : ℂ)] ∧
      ¬ IsLeftEigenvector (asymmetricDimer a b) ![(a : ℂ), (b : ℂ)] := by
  constructor
  · refine ⟨fun h => ?_, (a : ℂ) * b, ?_⟩
    · have h0 := congrFun h 0
      simp at h0
      exact ha.ne' h0
    · ext i
      fin_cases i <;>
        simp [asymmetricDimer, Matrix.mulVec, dotProduct, Fin.sum_univ_two] <;> ring
  · rintro ⟨_, μ, h⟩
    have h0 := congrFun h 0
    have h1 := congrFun h 1
    simp [asymmetricDimer, Matrix.vecMul, dotProduct, Fin.sum_univ_two] at h0 h1
    -- eliminating the eigenvalue leaves `b⁴ = a⁴`
    have h4 : (b : ℂ) ^ 4 = (a : ℂ) ^ 4 := by
      linear_combination (b : ℂ) * h0 - (a : ℂ) * h1
    have h4' : b ^ 4 = a ^ 4 := by exact_mod_cast h4
    have hprod : (b - a) * ((b + a) * (b ^ 2 + a ^ 2)) = 0 := by
      linear_combination h4'
    have hpos : 0 < (b + a) * (b ^ 2 + a ^ 2) := by positivity
    rcases mul_eq_zero.mp hprod with h | h
    · exact hab (by linarith)
    · linarith

end EigenvectorNormality
```

```lean
#print axioms EigenvectorNormality.normal_iff_right_eigenvectors_left
#print axioms EigenvectorNormality.exists_right_not_left
#print axioms EigenvectorNormality.asymmetricDimer_right_not_left
```

```
'EigenvectorNormality.normal_iff_right_eigenvectors_left' depends on axioms: [propext, Classical.choice, Quot.sound]
'EigenvectorNormality.exists_right_not_left' depends on axioms: [propext, Classical.choice, Quot.sound]
'EigenvectorNormality.asymmetricDimer_right_not_left' depends on axioms: [propext, Classical.choice, Quot.sound]
```

## An energy shift in the dimer

Add a small on-site energy $\varepsilon$ at site 0. The left eigenvector belonging to $ab$ is $\ell=(b,a)$, and with $V=\mathrm{diag}(\varepsilon,0)$ the first-order shift is

$$\frac{\ell^\dagger Vv}{\ell^\dagger v}=\frac{\varepsilon ab}{2ab}=\frac{\varepsilon}{2}.$$

Putting $v$ on both sides would give $\varepsilon a^2/(a^2+b^2)$, which differs when $a\neq b$.

## An orthonormal eigenbasis

For normal $A$, the argument in (d) shows that the eigenvectors span the space. If $Av=\mu v$ and $Au=\lambda u$, then (f) gives $\lambda v^\dagger u=v^\dagger Au=\mu v^\dagger u$, so eigenvectors with different eigenvalues are orthogonal. Choosing an orthonormal basis in each eigenspace then gives an orthonormal eigenbasis of $A$, a consequence derived here in prose alone.
